# Moving one electron in an invertible pair matrix multiplies the pairing amplitude by a ratio R and the determinant by R²

Replacing row $i$ of an invertible skew-symmetric matrix $A$ by $v$ and column $i$ by $-v$, with $v_i=0$, gives a skew-symmetric matrix of determinant $R^2\det A$, where $R=\sum_j v_jN_{ji}$ and $N=A^{-1}$. If $A$ holds the pair functions of an even number of electrons, the pairing wave function itself is multiplied by $R$; the entries may be real, complex, or from any other field of characteristic zero.

```lean
import Mathlib

open Matrix

namespace PairingWaveFunctionMove

section Move

variable {n K : Type*} [Fintype n] [DecidableEq n] [Field K]

/-- The pair matrix after a move of electron `i`: row `i` becomes `v` and the rest of
column `i` becomes `-v`. -/
def pairMove (A : Matrix n n K) (i : n) (v : n → K) : Matrix n n K :=
  Matrix.of fun j k => if j = i then v k else if k = i then -v j else A j k

/-- The move ratio `R = ∑ j, v j * N j i`, built from the new pair functions `v` and
column `i` of the matrix `N`. -/
def moveRatio (N : Matrix n n K) (i : n) (v : n → K) : K :=
  ∑ j, v j * N j i

/-- The identity matrix with row `i` replaced by `w`. -/
def rowMap (i : n) (w : n → K) : Matrix n n K :=
  (1 : Matrix n n K).updateRow i w

/-- Multiplying by `rowMap i w` from the left replaces row `i` of `B` by `w B`. -/
theorem rowMap_mul (B : Matrix n n K) (i : n) (w : n → K) (j k : n) :
    (rowMap i w * B) j k = if j = i then (w ᵥ* B) k else B j k := by
  rw [Matrix.mul_apply]
  by_cases hj : j = i
  · subst hj
    simp [rowMap, Matrix.vecMul, dotProduct]
  · simp [rowMap, Matrix.updateRow_apply, hj, Matrix.one_apply]

/-- Multiplying by the transpose of `rowMap i w` from the right replaces column `i` of `B`
by `B w`. -/
theorem mul_rowMap_transpose (B : Matrix n n K) (i : n) (w : n → K) (j k : n) :
    (B * (rowMap i w)ᵀ) j k = if k = i then (B *ᵥ w) j else B j k := by
  rw [Matrix.mul_apply]
  by_cases hk : k = i
  · subst hk
    simp [rowMap, Matrix.mulVec, dotProduct]
  · simp [rowMap, Matrix.updateRow_apply, hk, Matrix.one_apply]

/-- The determinant of the identity with row `i` replaced by `w` is `w i`. -/
theorem det_rowMap (i : n) (w : n → K) : (rowMap i w).det = w i := by
  rw [rowMap, ← Matrix.cramer_transpose_apply, Matrix.transpose_one, Matrix.cramer_one]
  rfl

/-- The move of one electron is a congruence `M A Mᵀ` of the pair matrix, where `M` is the
identity with row `i` replaced by `v N`. -/
theorem pairMove_eq_congruence [CharZero K] {A N : Matrix n n K} (hA : Aᵀ = -A)
    (hN : A * N = 1) (i : n) {v : n → K} (hv : v i = 0) :
    pairMove A i v = rowMap i (v ᵥ* N) * A * (rowMap i (v ᵥ* N))ᵀ := by
  have hNA : N * A = 1 := mul_eq_one_comm.mp hN
  obtain ⟨w, hwdef⟩ : ∃ w, w = v ᵥ* N := ⟨_, rfl⟩
  rw [← hwdef]
  have hw : w ᵥ* A = v := by
    rw [hwdef, Matrix.vecMul_vecMul, hNA, Matrix.vecMul_one]
  -- skew symmetry turns the row identity into a column identity
  have hAw : A *ᵥ w = -v := by
    rw [← Matrix.vecMul_transpose, hA, Matrix.vecMul_neg, hw]
  -- the quadratic form of a skew matrix vanishes
  have hvw : v ⬝ᵥ w = 0 := by
    have h : v ⬝ᵥ w = -(v ⬝ᵥ w) := by
      calc v ⬝ᵥ w = (w ᵥ* A) ⬝ᵥ w := by rw [hw]
        _ = w ⬝ᵥ (A *ᵥ w) := (Matrix.dotProduct_mulVec w A w).symm
        _ = -(v ⬝ᵥ w) := by rw [hAw, dotProduct_neg, dotProduct_comm]
    have h2 : (2 : K) * (v ⬝ᵥ w) = 0 := by linear_combination h
    exact (mul_eq_zero.mp h2).resolve_left two_ne_zero
  ext j k
  rw [mul_rowMap_transpose]
  by_cases hk : k = i
  · rw [if_pos hk]
    by_cases hj : j = i
    · have e : ((rowMap i w * A) *ᵥ w) j = v ⬝ᵥ w := by
        simp only [Matrix.mulVec, dotProduct, rowMap_mul, if_pos hj, hw]
      rw [e, hvw]
      simp [pairMove, hj, hk, hv]
    · have e : ((rowMap i w * A) *ᵥ w) j = (A *ᵥ w) j := by
        simp only [Matrix.mulVec, dotProduct, rowMap_mul, if_neg hj]
      rw [e, hAw]
      simp [pairMove, hj, hk]
  · rw [if_neg hk, rowMap_mul, hw]
    simp [pairMove, hk]

/-- After the move of one electron the pair matrix is again skew-symmetric, and its
determinant is `R ^ 2` times the old one. -/
theorem pairMove_skew_and_det [CharZero K] {A N : Matrix n n K} (hA : Aᵀ = -A)
    (hN : A * N = 1) (i : n) {v : n → K} (hv : v i = 0) :
    (pairMove A i v)ᵀ = -pairMove A i v ∧
      (pairMove A i v).det = moveRatio N i v ^ 2 * A.det := by
  constructor
  · ext j k
    have hs : A k j = -A j k := by
      have h := congrArg (fun B : Matrix n n K => B j k) hA
      simpa only [Matrix.transpose_apply, Matrix.neg_apply] using h
    by_cases hj : j = i <;> by_cases hk : k = i
    · simp [pairMove, hj, hk, hv]
    · simp [pairMove, hj, hk]
    · simp [pairMove, hj, hk]
    · simp [pairMove, hj, hk, hs]
  · have hR : (v ᵥ* N) i = moveRatio N i v := rfl
    rw [pairMove_eq_congruence hA hN i hv, Matrix.det_mul, Matrix.det_mul,
      Matrix.det_transpose, det_rowMap, hR]
    ring

end Move

section Amplitude

variable {m K : Type*} [Fintype m] [DecidableEq m] [Field K]

/-- The unnormalised pairing wave function: the signed sum, over all permutations of the
electrons, of the product of pair functions `A` over the pairs `(inl k, inr k)`. -/
def pairAmplitude (A : Matrix (m ⊕ m) (m ⊕ m) K) : K :=
  ∑ σ : Equiv.Perm (m ⊕ m), ((Equiv.Perm.sign σ : ℤ) : K) *
    ∏ k : m, A (σ (Sum.inl k)) (σ (Sum.inr k))

/-- The amplitude of `M A Mᵀ` is a sum over all assignments of index pairs, each weighted by
the determinant of the selected columns of `M`. -/
theorem pairAmplitude_expand (M A : Matrix (m ⊕ m) (m ⊕ m) K) :
    pairAmplitude (M * A * Mᵀ) =
      ∑ h : m → (m ⊕ m) × (m ⊕ m), (∏ k, A (h k).1 (h k).2) *
        (M.submatrix id (Sum.elim (fun k => (h k).1) (fun k => (h k).2))).det := by
  have entry : ∀ a b, (M * A * Mᵀ) a b =
      ∑ p : (m ⊕ m) × (m ⊕ m), A p.1 p.2 * (M a p.1 * M b p.2) := by
    intro a b
    simp only [Matrix.mul_apply, Matrix.transpose_apply, Finset.sum_mul]
    rw [Finset.sum_comm, Fintype.sum_prod_type]
    exact Finset.sum_congr rfl fun x _ => Finset.sum_congr rfl fun y _ => by ring
  -- exchange the product over pairs with the sums over indices
  simp only [pairAmplitude, entry, Finset.prod_univ_sum, Fintype.piFinset_univ,
    Finset.prod_mul_distrib, Matrix.det_apply', Finset.mul_sum]
  rw [Finset.sum_comm]
  refine Finset.sum_congr rfl fun h _ => Finset.sum_congr rfl fun σ _ => ?_
  simp only [Fintype.prod_sum_type, Matrix.submatrix_apply, id, Sum.elim_inl, Sum.elim_inr]
  ring

/-- Under a congruence `M A Mᵀ` of the pair matrix the pairing wave function is multiplied
by `det M`. -/
theorem pairAmplitude_congruence (M A : Matrix (m ⊕ m) (m ⊕ m) K) :
    pairAmplitude (M * A * Mᵀ) = M.det * pairAmplitude A := by
  have h1 := pairAmplitude_expand 1 A
  rw [one_mul, Matrix.transpose_one, mul_one] at h1
  have hsub : ∀ f : m ⊕ m → m ⊕ m,
      M.submatrix id f = M * (1 : Matrix (m ⊕ m) (m ⊕ m) K).submatrix id f := by
    intro f
    ext a b
    rw [Matrix.mul_apply]
    simp [Matrix.one_apply]
  -- `det M` factors out, and what remains is the expansion for `M = 1`
  rw [pairAmplitude_expand, h1, Finset.mul_sum]
  refine Finset.sum_congr rfl fun h _ => ?_
  rw [hsub, Matrix.det_mul]
  ring

/-- Moving one electron multiplies the pairing wave function by the move ratio `R`. -/
theorem pairAmplitude_pairMove [CharZero K] {A N : Matrix (m ⊕ m) (m ⊕ m) K}
    (hA : Aᵀ = -A) (hN : A * N = 1) (i : m ⊕ m) {v : m ⊕ m → K} (hv : v i = 0) :
    pairAmplitude (pairMove A i v) = moveRatio N i v * pairAmplitude A := by
  have hR : (v ᵥ* N) i = moveRatio N i v := rfl
  rw [pairMove_eq_congruence hA hN i hv, pairAmplitude_congruence, det_rowMap, hR]

end Amplitude

/-- A pair matrix for four electrons. -/
def fourA : Matrix (Fin 4) (Fin 4) ℚ :=
  !![0, 1, 0, 0; -1, 0, 0, 0; 0, 0, 0, 2; 0, 0, -2, 0]

/-- The candidate inverse of `fourA`. -/
def fourN : Matrix (Fin 4) (Fin 4) ℚ :=
  !![0, -1, 0, 0; 1, 0, 0, 0; 0, 0, 0, -1/2; 0, 0, 1/2, 0]

/-- The matrix `fourA` is skew-symmetric with inverse `fourN`, and the move of electron `0`
to the pair functions `(0, 3, 5, 7)` has ratio `3`. -/
theorem pairMove_witness :
    fourAᵀ = -fourA ∧ fourA * fourN = 1 ∧ (![0, 3, 5, 7] : Fin 4 → ℚ) 0 = 0 ∧
      moveRatio fourN 0 ![0, 3, 5, 7] = 3 := by
  refine ⟨?_, ?_, rfl, ?_⟩
  · ext j k
    fin_cases j <;> fin_cases k <;> simp [fourA]
  · ext j k
    fin_cases j <;> fin_cases k <;>
      simp [fourA, fourN, Matrix.mul_apply, Fin.sum_univ_four]
    norm_num
  · simp [moveRatio, fourN, Fin.sum_univ_four]

end PairingWaveFunctionMove
```

```lean
#print axioms PairingWaveFunctionMove.pairMove_skew_and_det
#print axioms PairingWaveFunctionMove.pairAmplitude_pairMove
```

```
'PairingWaveFunctionMove.pairMove_skew_and_det' depends on axioms: [propext, Classical.choice, Quot.sound]
'PairingWaveFunctionMove.pairAmplitude_pairMove' depends on axioms: [propext, Classical.choice, Quot.sound]
```

## Pair functions before and after the move

Let $x_j$ be the position and spin of electron $j$, and let $\varphi$ be an antisymmetric pair function, $\varphi(x,y)=-\varphi(y,x)$. The pair matrix has entries $A_{jk}=\varphi(x_j,x_k)$, so $A^{\mathsf T}=-A$. This is the hypothesis `hA`. It uses the plain transpose for complex entries too, without complex conjugation.

When electron $i$ moves to $x_i'$ and the others stay where they are, the new pair functions are $v_k=\varphi(x_i',x_k)$ for $k\ne i$. They fill row $i$, and antisymmetry puts $-v_k$ into column $i$. The diagonal entry is $\varphi(x_i',x_i')=0$, which is the hypothesis `hv : v i = 0`. The definition `pairMove A i v` builds this matrix entry by entry.

The hypothesis `hN : A * N = 1` says that $N$ is a right inverse of $A$, which for a finite square matrix makes it a two-sided inverse. The ratio `moveRatio N i v` is $R=\sum_j v_jN_{ji}$, the new row contracted with column $i$ of the old inverse.

The theorem `pairMove_skew_and_det` says that the moved matrix $A'$ satisfies

$$A'^{\mathsf T}=-A',\qquad \det A'=R^2\det A .$$

The index type `n` is an arbitrary finite set. Its size is not restricted in the statement, but in characteristic zero a skew-symmetric matrix of odd size is singular, so only even sizes meet the hypotheses. For two electrons with $A_{12}=a$ and $v=(0,b)$, moving electron 1 gives $N_{21}=1/a$ and $R=b/a$, while the determinant goes from $a^2$ to $b^2$.

## The wave function as a sum over permutations

For the amplitude, the electrons are labelled by `m ⊕ m`, two copies of a finite set $m$. Write $\ell_k$ for `Sum.inl k` and $r_k$ for `Sum.inr k`. These labels only fix which electrons are paired in the reference term; they need not stand for spin up and spin down, and $A$ may have nonzero entries between any two different electrons. The definition `pairAmplitude` is

$$\Phi(A)=\sum_{\sigma}\operatorname{sgn}(\sigma)\prod_{k\in m}A_{\sigma(\ell_k)\,\sigma(r_k)},$$

with $\sigma$ running over all permutations of the electrons. This is an antisymmetrised product of pair functions. For skew-symmetric $A$ every pairing occurs $2^{|m|}\,|m|!$ times with the same signed value, so $\Phi(A)=2^{|m|}\,|m|!\,\operatorname{Pf}(A)$, where $\operatorname{Pf}$ is the Pfaffian with the electrons ordered $\ell_1,r_1,\ell_2,r_2,\dots$. The prefactor does not depend on the positions, so the Pfaffian acquires the same factor under a move.

The theorem `pairAmplitude_pairMove` states

$$\Phi(A')=R\,\Phi(A).$$

This contains more than the determinant law, since $R^2$ leaves the sign of $R$ undetermined. For real wave functions, a negative $R$ means that the move has changed the sign of the amplitude.

In variational Monte Carlo with a pure pairing wave function, no Jastrow factor and a symmetric proposal, a Metropolis step that samples $|\Phi|^2$ accepts the move with probability $\min(1,|R|^2)$. With $N$ stored, $R$ is a single sum over the electrons. The theorems concern one move from a configuration with invertible $A$; they do not treat the update of $N$ after acceptance or rounding errors. If $R=0$, they still apply, and the new pair matrix is singular.

## The move as a congruence

The derivation rests on writing the change of both row and column as $A'=MAM^{\mathsf T}$. Define the row vector $w=vN$, with components $w_k=\sum_jv_jN_{jk}$, so that $w_i=R$. Let $M$ be the identity matrix with row $i$ replaced by $w$; in Lean this is `rowMap i w`.

Since $NA=1$, we have $wA=vNA=v$. Multiplication by $M$ from the left changes only row $i$, so $MA$ is $A$ with row $i$ replaced by $v$. The lemma `rowMap_mul` gives this row rule for a general matrix.

Multiplication by $M^{\mathsf T}$ from the right changes only column $i$, which becomes $(MA)w$. This is `mul_rowMap_transpose`. To find the new column, first use skew symmetry:

$$(Aw)_j=\sum_kA_{jk}w_k=-\sum_kw_kA_{kj}=-(wA)_j=-v_j .$$

For $j\neq i$, row $j$ of $MA$ is still row $j$ of $A$, so the new entry is $-v_j$, as required. For $j=i$, the row is $v$ and the new entry is $v\cdot w$. This number vanishes because

$$v\cdot w=(wA)\cdot w=w\cdot(Aw)=-w\cdot v,$$

hence $2\,v\cdot w=0$. Characteristic zero allows the division by 2. The corner entry is therefore $0=v_i$, and all entries of $MAM^{\mathsf T}$ agree with those of $A'$.

The proof of `pairMove_eq_congruence` follows the same route. Its intermediate statements `hw`, `hAw` and `hvw` are $wA=v$, $Aw=-v$ and $v\cdot w=0$. The `calc` block is the chain for $v\cdot w$, and `linear_combination` turns it into $2\,v\cdot w=0$. After `ext j k` has reduced the matrix equation to its entries, the case splits on `k = i` and `j = i` separate the corner, the rest of column $i$, and the other columns.

## From the congruence to the determinant

Expand $\det M$ along row $i$. For $k\ne i$, the minor belonging to $w_k$ contains row $k$ of the identity with its only nonzero entry removed, so it vanishes. The minor belonging to $w_i$ is the determinant of an identity matrix. Thus

$$\det M=w_i=R .$$

The lemma `det_rowMap` obtains this from Mathlib's form of Cramer's rule for the identity matrix. The product rule then gives

$$\det A'=\det M\,\det A\,\det M^{\mathsf T}=R^2\det A .$$

These are the rewrites in the second half of `pairMove_skew_and_det`, and `ring` collects the two factors of $R$. The first half checks skew symmetry directly, in four cases according to whether each index equals $i$. The corner case uses $v_i=0$, and the case away from row and column $i$ uses the skew symmetry of $A$.

## Why the amplitude acquires only one factor of det M

For any square matrices $M$ and $A$ indexed by `m ⊕ m`, the entries of the congruence are

$$(MAM^{\mathsf T})_{ab}=\sum_{p,q}A_{pq}\,M_{ap}M_{bq}.$$

Insert this into each factor of $\Phi(MAM^{\mathsf T})$. The product over $k$ of sums over $(p,q)$ becomes one sum over all assignments $h$ that give each $k$ an index pair $(p_k,q_k)$:

$$\Phi(MAM^{\mathsf T})=\sum_h\Big(\prod_kA_{p_kq_k}\Big)\sum_\sigma\operatorname{sgn}(\sigma)\prod_kM_{\sigma(\ell_k)\,p_k}M_{\sigma(r_k)\,q_k}.$$

The inner sum is the determinant of a matrix $M^{(h)}$ whose column $\ell_k$ is column $p_k$ of $M$ and whose column $r_k$ is column $q_k$ of $M$. This is `pairAmplitude_expand`. In its proof, `entry` is the formula for the matrix entries, `Finset.prod_univ_sum` exchanges the product with the sums, and `Finset.sum_comm` brings the sum over assignments to the outside. The selection of columns is written with `submatrix` and `Sum.elim`.

Selecting columns of $M$ is the same as multiplying $M$ by the correspondingly selected columns of the identity, so $M^{(h)}=M\,1^{(h)}$ and

$$\det M^{(h)}=\det M\,\det 1^{(h)} .$$

The factor $\det M$ is common to every assignment. What remains is the same expansion with $M=1$, whose value is $\Phi(A)$. Therefore

$$\Phi(MAM^{\mathsf T})=\det M\;\Phi(A).$$

In `pairAmplitude_congruence`, `h1` is the expansion for $M=1$ and `hsub` is the factorisation of the selected columns. Neither skew symmetry nor invertibility is needed here. They enter when `pairAmplitude_pairMove` identifies the electron move with a congruence; substituting $\det M=R$ then gives $\Phi(A')=R\,\Phi(A)$.

## A four-electron move with ratio 3

The matrix `fourA` joins electrons 0 and 1 with pair function 1, and electrons 2 and 3 with pair function 2. Electron 0 moves to a place where its new row is $v=(0,3,5,7)$. The theorem `pairMove_witness` checks that `fourA` is skew-symmetric, that `fourN` is its inverse, that $v_0=0$, and that $R=3$. Column 0 of the inverse has a single nonzero entry, $N_{10}=1$, so only $v_1=3$ contributes to the ratio.

The determinant of `fourA` is 4, and the determinant law gives $3^2\cdot4=36$ after the move. With the electrons in the order 0, 1, 2, 3, the Pfaffian goes from 2 to 6. The example labels its electrons by `Fin 4`, so the amplitude theorem applies to it after relabelling them as two copies of a two-element set.
